# The orientation error of a quadrature grid on a circle: its rotational average and its signs

Let $f:\mathbb R\to\mathbb R$ be a function of an angle $x$ in radians. Its mean over one full turn is

$$\langle f\rangle=\frac{1}{2\pi}\int_0^{2\pi}f(x)\,dx .$$

A grid consists of finitely many angles $t_k$ with real weights $w_k$. The angles are arbitrary, and the weights may be negative. At orientation $a$ the grid samples the values $f(t_k+a)$, and its error is

$$E(a)=\sum_k w_k f(t_k+a)-\langle f\rangle .$$

If angles are counted counterclockwise, $a>0$ means that the function $f$ has turned clockwise relative to the grid. The opposite convention replaces $a$ by $-a$, which changes none of the statements about a whole turn.

This is a one-angle model of a question in electronic structure: when a molecule turns relative to a fixed integration grid, how does a numerically integrated energy change? The model keeps $f$ fixed apart from the rotation, so there is no self-consistent response of a density, and it treats a circle, not the sphere of directions around an atom.

In Lean the label $k$ runs over a finite type `ι`, and `w` and `t` are functions from `ι` to the reals.

```lean
import Mathlib

open Real

namespace GridOrientationError

noncomputable section

variable {ι : Type*} [Fintype ι]
```

The mean $\langle f\rangle$ is `circleMean f`.

```lean
/-- The mean of a function of an angle over one full turn. -/
def circleMean (f : ℝ → ℝ) : ℝ := (∫ x in (0 : ℝ)..2 * π, f x) / (2 * π)
```

The error $E(a)$ is `gridError w t f a`. With the last argument left off, `gridError w t f` is the function $E$ itself, so its mean over orientations is `circleMean (gridError w t f)`.

```lean
/-- The error of the quadrature for the mean of `f` on the grid of angles `t k` with weights `w k`,
when every grid angle is shifted by `a`. -/
def gridError (w t : ι → ℝ) (f : ℝ → ℝ) (a : ℝ) : ℝ :=
  ∑ k, w k * f (t k + a) - circleMean f
```

The condition $f(x+2\pi)=f(x)$ for all $x$ is written `Function.Periodic f (2 * π)`. The half-open turn $[0,2\pi)$, which contains each orientation once, is `Set.Ico 0 (2 * π)`.

## (a) The mean of a rotated function

Let $f$ be $2\pi$-periodic and $s$ a real number. Show that

$$\frac1{2\pi}\int_0^{2\pi}f(s+x)\,dx=\langle f\rangle .$$

Take $f$ integrable over a turn. Substituting $u=s+x$ gives

$$\int_0^{2\pi}f(s+x)\,dx=\int_s^{s+2\pi}f(u)\,du=\int_s^0 f\,du+\int_0^{2\pi}f\,du+\int_{2\pi}^{2\pi+s}f\,du .$$

By periodicity the last integral equals $\int_0^s f\,du$, which cancels the first. Division by $2\pi$ gives the result.

In the code, `h1` is the substitution and `h2` is the shift of the window of integration. Integrability is not a hypothesis there, because Lean assigns the integral $0$ to a non-integrable function.

```lean
/-- The mean of a `2π`-periodic function does not change under a rotation. -/
theorem circleMean_rotate {f : ℝ → ℝ} (hp : Function.Periodic f (2 * π)) (s : ℝ) :
    circleMean (fun a => f (s + a)) = circleMean f := by
  have h1 : ∫ x in (0 : ℝ)..2 * π, f (s + x) = ∫ x in (s + 0)..(s + 2 * π), f x :=
    intervalIntegral.integral_comp_add_left f s
  have h2 := hp.intervalIntegral_add_eq s 0
  rw [zero_add] at h2
  unfold circleMean
  rw [h1, add_zero, h2]
```

## (b) The average error for arbitrary weights

Let $f$ be continuous and $2\pi$-periodic. Show that, for any weights,

$$\langle E\rangle=\Big(\sum_k w_k-1\Big)\langle f\rangle .$$

The sum is finite, so it can be exchanged with the integral:

$$\langle E\rangle=\sum_k w_k\,\frac1{2\pi}\int_0^{2\pi}f(t_k+a)\,da-\langle f\rangle .$$

By part (a) with $s=t_k$, every grid point contributes the same average $\langle f\rangle$. Hence $\langle E\rangle=\sum_k w_k\langle f\rangle-\langle f\rangle$, which is the stated product. The positions of the grid points have dropped out.

The code works with integrals and divides by $2\pi$ at the end. The step `hI` applies part (a) to each grid point, `hk` and `hs` supply integrability from continuity, and `key` carries out the linearity argument.

```lean
/-- For a continuous `2π`-periodic function and any weights, the error averaged over all
orientations is the mean of the function times the excess of the total weight over one. -/
theorem circleMean_gridError (w t : ι → ℝ) {f : ℝ → ℝ} (hf : Continuous f)
    (hp : Function.Periodic f (2 * π)) :
    circleMean (gridError w t f) = (∑ k, w k - 1) * circleMean f := by
  have hpi : (2 * π) ≠ 0 := by positivity
  have hm : ∀ g : ℝ → ℝ, ∫ x in (0 : ℝ)..2 * π, g x = 2 * π * circleMean g := by
    intro g
    unfold circleMean
    exact (mul_div_cancel₀ _ hpi).symm
  -- every grid point contributes the same rotational average
  have hI : ∀ k, ∫ a in (0 : ℝ)..2 * π, f (t k + a) = 2 * π * circleMean f := fun k =>
    (hm (fun a => f (t k + a))).trans (by rw [circleMean_rotate hp])
  have hk : ∀ k, IntervalIntegrable (fun a => w k * f (t k + a))
      MeasureTheory.volume 0 (2 * π) :=
    fun k => Continuous.intervalIntegrable (by fun_prop) _ _
  have hs : IntervalIntegrable (fun a => ∑ k, w k * f (t k + a))
      MeasureTheory.volume 0 (2 * π) :=
    Continuous.intervalIntegrable (by fun_prop) _ _
  have key : ∫ a in (0 : ℝ)..2 * π, gridError w t f a
      = ∑ k, w k * (2 * π * circleMean f) - 2 * π * circleMean f := by
    simp only [gridError]
    rw [intervalIntegral.integral_sub hs (continuous_const.intervalIntegrable _ _),
      intervalIntegral.integral_finsetSum (fun k _ => hk k), intervalIntegral.integral_const]
    simp only [intervalIntegral.integral_const_mul, hI, sub_zero, smul_eq_mul]
  rw [hm (gridError w t f), ← Finset.sum_mul] at key
  apply mul_left_cancel₀ hpi
  linear_combination key
```

## (c) Which weights make the average error vanish

Fix the grid. Show that

$$\langle E\rangle=0\ \text{ for every continuous } 2\pi\text{-periodic } f\quad\Longleftrightarrow\quad\sum_k w_k=1 .$$

If the weights sum to one, the first factor in part (b) is zero. Conversely, suppose that the average error vanishes for every such $f$, and take $f=1$. Then $\langle f\rangle=1$, and part (b) gives $0=\sum_k w_k-1$.

Physically, weights that sum to one are weights for which the grid integrates a constant exactly. The words "for every" matter: a single $f$ with $\langle f\rangle=0$ has zero average error whatever the weights are.

The two bullets of the Lean proof are these two directions, with the test function $f=1$ in the first.

```lean
/-- The error averages to zero over all orientations for every continuous `2π`-periodic
function exactly when the weights sum to one. -/
theorem mean_error_zero_iff (w t : ι → ℝ) :
    (∀ f : ℝ → ℝ, Continuous f → Function.Periodic f (2 * π) →
      circleMean (gridError w t f) = 0) ↔ ∑ k, w k = 1 := by
  constructor
  · intro h
    -- test on the constant function
    have h1 := h (fun _ => 1) continuous_const (fun _ => rfl)
    rw [circleMean_gridError w t continuous_const (fun _ => rfl)] at h1
    have hc : circleMean (fun _ => 1) = 1 := by
      have hpi : (2 * π) ≠ 0 := by positivity
      unfold circleMean
      rw [intervalIntegral.integral_const, smul_eq_mul, sub_zero, mul_one, div_self hpi]
    rw [hc] at h1
    linarith
  · intro hw f hf hp
    rw [circleMean_gridError w t hf hp, hw, sub_self, zero_mul]
```

## (d) Continuity in the orientation

Let $f$ be continuous. Show that, for every $a_0$,

$$\lim_{a\to a_0}E(a)=E(a_0).$$

Each term $w_kf(t_k+a)$ is a continuous function of $a$, being a shifted copy of $f$ times a constant. A finite sum of such terms is continuous, and subtracting the number $\langle f\rangle$ does not change that. The tactic `fun_prop` assembles the same argument from the rules for sums, products and compositions.

```lean
/-- The error of a continuous function depends continuously on the orientation. -/
theorem gridError_continuous (w t : ι → ℝ) {f : ℝ → ℝ} (hf : Continuous f) :
    Continuous (gridError w t f) := by
  show Continuous (fun a => ∑ k, w k * f (t k + a) - circleMean f)
  fun_prop
```

## (e) The error after a full turn

Let $f$ be $2\pi$-periodic. Show that

$$E(a+2\pi)=E(a).$$

Every sampled value returns, since $f(t_k+a+2\pi)=f(t_k+a)$, and $\langle f\rangle$ does not depend on $a$. In the code, `add_assoc` regroups the argument of $f$ so that the periodicity `h` applies to each term.

```lean
/-- The error of a `2π`-periodic function returns to its value after a full turn. -/
theorem gridError_periodic (w t : ι → ℝ) {f : ℝ → ℝ} (hp : Function.Periodic f (2 * π)) :
    Function.Periodic (gridError w t f) (2 * π) := by
  have h : ∀ x, f (x + 2 * π) = f x := hp
  intro a
  simp only [gridError, ← add_assoc, h]
```

## (f) A periodic function with zero mean

Let $g$ be continuous and $2\pi$-periodic with $\langle g\rangle=0$, and let $g(c)\neq0$ for some $c$. Show that there is an angle $b$ with

$$b\in[0,2\pi),\qquad g(b)>0 .$$

Suppose that there is none. Then $g\le0$ on $[0,2\pi)$, and by periodicity $g\le0$ everywhere. Shift $c$ by a multiple of $2\pi$ to a point $y\in[0,2\pi)$. There $g(y)=g(c)\ne0$, so $g(y)<0$.

By continuity, $-g(x)>-g(y)/2>0$ on some interval of positive length inside $[0,2\pi]$ that contains $y$; if $y=0$, the interval lies to its right. Since $-g\ge0$ elsewhere,

$$\int_0^{2\pi}\big(-g(x)\big)\,dx>0,$$

which contradicts $\langle g\rangle=0$.

Integrability in place of continuity would not be enough: the function that equals $-1$ at the multiples of $2\pi$ and $0$ elsewhere has zero mean and is nowhere positive.

In the code, `hle` extends the sign to all angles, `hylt` is the strict inequality at $y$, and `hint` is the positive integral. The lemma `intervalIntegral.integral_pos` contains the argument with the small interval.

```lean
/-- A continuous `2π`-periodic function with zero mean that is non-zero somewhere is
positive at some angle within one turn. -/
theorem exists_pos_of_mean_zero {g : ℝ → ℝ} (hg : Continuous g)
    (hp : Function.Periodic g (2 * π)) (h0 : circleMean g = 0) (hne : ∃ c, g c ≠ 0) :
    ∃ b ∈ Set.Ico 0 (2 * π), 0 < g b := by
  by_contra hcon
  push Not at hcon
  have hpi : 0 < 2 * π := by positivity
  obtain ⟨c, hc⟩ := hne
  obtain ⟨y, hy, hcy⟩ := hp.exists_mem_Ico₀ hpi c
  have hle : ∀ x, g x ≤ 0 := by
    intro x
    obtain ⟨z, hz, hxz⟩ := hp.exists_mem_Ico₀ hpi x
    rw [hxz]
    exact hcon z hz
  have hylt : g y < 0 := lt_of_le_of_ne (hle y) (hcy ▸ hc)
  -- `g` is continuous, nowhere positive and negative at `y`, so its integral is negative
  have hint : 0 < ∫ x in (0 : ℝ)..2 * π, -g x :=
    intervalIntegral.integral_pos hpi hg.neg.continuousOn
      (fun x _ => neg_nonneg.mpr (hle x)) ⟨y, ⟨hy.1, hy.2.le⟩, neg_pos.mpr hylt⟩
  rw [intervalIntegral.integral_neg] at hint
  have hz : ∫ x in (0 : ℝ)..2 * π, g x = 0 := (div_eq_zero_iff.mp h0).resolve_right hpi.ne'
  linarith
```

## (g) The two signs of the error

Let $f$ be continuous and $2\pi$-periodic, and let $\sum_k w_k=1$. Show that $\langle E\rangle=0$ and that, if $E$ is not identically zero, there are $a,b\in[0,2\pi)$ with

$$E(a)<0<E(b).$$

Part (c) gives $\langle E\rangle=0$. By parts (d) and (e), $E$ is continuous and $2\pi$-periodic. If it is non-zero somewhere, part (f) with $g=E$ gives $b$. The function $-E$ is also continuous, periodic, of zero mean and non-zero somewhere, so part (f) with $g=-E$ gives an $a$ with $-E(a)>0$.

In Lean, "not identically zero" is the premise `∃ c, gridError w t f c ≠ 0`. The proof uses `exists_pos_of_mean_zero` twice, and `hn` is the zero mean of $-E$.

In this one-angle model with a fixed continuous $2\pi$-periodic $f$ and weights that sum to one, the grid error is therefore never a non-zero constant offset: unless it vanishes identically, the grid value is too high at some orientations and too low at others.

```lean
/-- For a continuous `2π`-periodic function and weights summing to one, the error averages to
zero over all orientations and, unless it vanishes identically, takes both signs. -/
theorem error_changes_sign (w t : ι → ℝ) {f : ℝ → ℝ} (hf : Continuous f)
    (hp : Function.Periodic f (2 * π)) (hw : ∑ k, w k = 1) :
    circleMean (gridError w t f) = 0 ∧
      ((∃ c, gridError w t f c ≠ 0) →
        (∃ a ∈ Set.Ico 0 (2 * π), gridError w t f a < 0) ∧
          ∃ b ∈ Set.Ico 0 (2 * π), 0 < gridError w t f b) := by
  have h0 := (mean_error_zero_iff w t).mpr hw f hf hp
  have hc := gridError_continuous w t hf
  have hq := gridError_periodic w t hp
  refine ⟨h0, fun hne => ⟨?_, exists_pos_of_mean_zero hc hq h0 hne⟩⟩
  -- the negative sign comes from the same lemma applied to minus the error
  have hn : circleMean (fun x => -gridError w t f x) = 0 := by
    have h : circleMean (fun x => -gridError w t f x) = -circleMean (gridError w t f) := by
      simp only [circleMean, intervalIntegral.integral_neg, neg_div]
    rw [h, h0, neg_zero]
  obtain ⟨c, hcne⟩ := hne
  obtain ⟨a, ha, hpos⟩ := exists_pos_of_mean_zero (g := fun x => -gridError w t f x)
    hc.neg (fun x => congrArg Neg.neg (hq x)) hn ⟨c, neg_ne_zero.mpr hcne⟩
  exact ⟨a, ha, neg_pos.mp hpos⟩
```

## (h) An orientation without error

Under the same conditions on $f$ and the weights, show that some $a\in[0,2\pi)$ satisfies

$$\sum_k w_kf(t_k+a)=\langle f\rangle .$$

If $E$ vanishes identically, take $a=0$. Otherwise part (g) gives one orientation with $E<0$ and another with $E>0$, both in $[0,2\pi)$. Since $E$ is continuous, the intermediate value theorem gives a zero between them.

The smallest grid has one point $t$ with weight $1$. The statement then says that $f(t+a)=\langle f\rangle$ for some $a$: a continuous periodic function attains its mean.

For a numerical instance, take $f(x)=\cos^2x$, so that $\langle f\rangle=\tfrac12$, and two points, $0$ and $\pi/2$, with weights $\tfrac34$ and $\tfrac14$. Then

$$E(a)=\tfrac34\cos^2a+\tfrac14\sin^2a-\tfrac12=\tfrac14\cos2a .$$

The error is $\tfrac14$ at $a=0$ and $-\tfrac14$ at $a=\pi/2$, and it vanishes at $a=\pi/4$.

The code makes the same case distinction with `by_cases`. The intermediate value theorem enters through `isPreconnected_Ico`, which says that $[0,2\pi)$ has no gaps.

```lean
/-- For a continuous `2π`-periodic function and weights summing to one, the quadrature is
exact at some orientation. -/
theorem exists_exact_orientation (w t : ι → ℝ) {f : ℝ → ℝ} (hf : Continuous f)
    (hp : Function.Periodic f (2 * π)) (hw : ∑ k, w k = 1) :
    ∃ a ∈ Set.Ico 0 (2 * π), gridError w t f a = 0 := by
  by_cases hne : ∃ c, gridError w t f c ≠ 0
  · obtain ⟨⟨a, ha, hna⟩, b, hb, hpb⟩ := (error_changes_sign w t hf hp hw).2 hne
    have hmem : (0 : ℝ) ∈ Set.Icc (gridError w t f a) (gridError w t f b) := ⟨hna.le, hpb.le⟩
    exact isPreconnected_Ico.intermediate_value ha hb
      (gridError_continuous w t hf).continuousOn hmem
  · push Not at hne
    exact ⟨0, ⟨le_rfl, by positivity⟩, hne 0⟩
```

## (i) Equally spaced angles and a matching cosine

Let $n\ge1$, and for $k=0,\dots,n-1$ let $t_k=2\pi k/n$ and $w_k=1/n$. Show that for $f(x)=\cos(nx)$

$$E(a)=\cos(na).$$

The mean vanishes:

$$\langle f\rangle=\frac1{2\pi}\int_0^{2\pi}\cos(nx)\,dx=\frac{\sin(2\pi n)}{2\pi n}=0 .$$

At the grid points,

$$f(t_k+a)=\cos(2\pi k+na)=\cos(na),$$

so all $n$ points see the same value. With weights $1/n$ their sum is $\cos(na)$.

The error is $1$ at $a=0$ and $-1$ at $a=\pi/n$, so the non-vanishing case of part (g) occurs for every number of points. For $n=1$ the single point at angle $0$ gives $E(a)=\cos a$.

In the code the label type is `Fin n`, whose elements are $0,\dots,n-1$. The step `hm` is the vanishing mean, and `hk` is the common value at the grid points.

```lean
/-- On `n ≥ 1` equally spaced angles with equal weights, the error for `cos (n x)` at
orientation `a` is `cos (n a)`. -/
theorem gridError_equally_spaced {n : ℕ} (hn : 0 < n) (a : ℝ) :
    gridError (fun _ : Fin n => 1 / (n : ℝ)) (fun k => 2 * π * ((k : ℕ) : ℝ) / n)
      (fun x => Real.cos (n * x)) a = Real.cos (n * a) := by
  have hn' : (n : ℝ) ≠ 0 := Nat.cast_ne_zero.mpr hn.ne'
  have hs : Real.sin (n * (2 * π)) = 0 := by
    have h := Real.sin_add_nat_mul_two_pi 0 n
    rwa [zero_add, Real.sin_zero] at h
  have hm : circleMean (fun x => Real.cos (n * x)) = 0 := by
    simp only [circleMean]
    rw [intervalIntegral.integral_comp_mul_left Real.cos hn', integral_cos, hs, mul_zero,
      Real.sin_zero, sub_zero, smul_zero, zero_div]
  -- all grid points see the same phase
  have hk : ∀ k : Fin n,
      Real.cos (n * (2 * π * ((k : ℕ) : ℝ) / n + a)) = Real.cos (n * a) := by
    intro k
    have e : (n : ℝ) * (2 * π * ((k : ℕ) : ℝ) / n + a)
        = n * a + ((k : ℕ) : ℝ) * (2 * π) := by
      linear_combination (2 * π * ((k : ℕ) : ℝ)) * mul_inv_cancel₀ hn'
    rw [e, Real.cos_add_nat_mul_two_pi]
  simp only [gridError, hk, hm, Finset.sum_const, Finset.card_univ, Fintype.card_fin,
    nsmul_eq_mul, sub_zero]
  rw [← mul_assoc, mul_one_div_cancel hn', one_mul]

end

end GridOrientationError
```

```lean
#print axioms GridOrientationError.circleMean_gridError
#print axioms GridOrientationError.exists_exact_orientation
#print axioms GridOrientationError.gridError_equally_spaced
```

```
'GridOrientationError.circleMean_gridError' depends on axioms: [propext, Classical.choice, Quot.sound]
'GridOrientationError.exists_exact_orientation' depends on axioms: [propext, Classical.choice, Quot.sound]
'GridOrientationError.gridError_equally_spaced' depends on axioms: [propext, Classical.choice, Quot.sound]
```
